# The wave-matrix determinant and the \(q\to0\) limit for a dielectric tensor with one longitudinal and one transverse response function

A dielectric tensor at wavevector \(q\) could be an arbitrary \(3\times3\) matrix. Here it is built from two complex numbers, a longitudinal response \(\varepsilon_L\) and a transverse response \(\varepsilon_T\), at a real wavevector \(q\in\mathbb R^3\):

\[
\varepsilon=\varepsilon_L P_L+\varepsilon_T P_T,\qquad P_L=\frac{qq^{\mathsf T}}{q^2},\qquad P_T=1-P_L .
\]

With \(k_0=\omega/c\) real and \(q\neq0\), the determinant of the wave matrix is

\[
\det\!\left(k_0^2\varepsilon-q^2 1+qq^{\mathsf T}\right)=k_0^2\varepsilon_L\,(k_0^2\varepsilon_T-q^2)^2 .
\]

If \(\varepsilon_L(q)\to l_L\) and \(\varepsilon_T(q)\to l_T\) as \(q\to0\), the tensor \(\varepsilon(q)\) has a limit exactly when \(l_L=l_T\). Each assumption behind these statements is examined below.

## Two response functions and no other anisotropy

The two-function form says that, at each \(q\), the only axis the tensor can single out is that of \(q\) itself. It suits an isotropic, non-gyrotropic medium. In the limit theorems \(\varepsilon_L\) and \(\varepsilon_T\) may depend on the whole vector \(q\), at a fixed frequency. They are arbitrary complex functions: no microscopic model, causality condition or sum rule is imposed.

The form is built into the definition `dielectric`, so it does not appear as a separate hypothesis. In Lean a wavevector has type `Fin 3 → ℝ`, `qSq q` is \(q^2\), `dyad q` is \(qq^{\mathsf T}\) with complex entries, and `longProj` and `transProj` are \(P_L\) and \(P_T\).

```lean
import Mathlib

open Matrix Filter Topology

namespace LongitudinalTransverseResponse

noncomputable section

/-- The squared length `q²` of a real wavevector. -/
def qSq (q : Fin 3 → ℝ) : ℝ := ∑ i, q i ^ 2

/-- The dyad `q qᵀ`, as a complex matrix. -/
def dyad (q : Fin 3 → ℝ) : Matrix (Fin 3) (Fin 3) ℂ :=
  Matrix.of fun i j => (q i : ℂ) * (q j : ℂ)

/-- The longitudinal projector `PL = q qᵀ / q²`, meant for `q ≠ 0`. -/
def longProj (q : Fin 3 → ℝ) : Matrix (Fin 3) (Fin 3) ℂ :=
  ((qSq q : ℝ) : ℂ)⁻¹ • dyad q

/-- The transverse projector `PT = 1 - PL`, meant for `q ≠ 0`. -/
def transProj (q : Fin 3 → ℝ) : Matrix (Fin 3) (Fin 3) ℂ := 1 - longProj q

/-- The dielectric tensor `εL PL + εT PT` at wavevector `q`, meant for `q ≠ 0`. -/
def dielectric (eL eT : ℂ) (q : Fin 3 → ℝ) : Matrix (Fin 3) (Fin 3) ℂ :=
  eL • longProj q + eT • transProj q
```

The wave matrix takes any tensor \(\varepsilon\), not only one of the two-function form.

```lean
/-- The wave matrix `k0² ε - q² 1 + q qᵀ` for vacuum wavenumber `k0 = ω/c`. -/
def waveMatrix (k0 : ℝ) (q : Fin 3 → ℝ) (ε : Matrix (Fin 3) (Fin 3) ℂ) :
    Matrix (Fin 3) (Fin 3) ℂ :=
  (k0 : ℂ) ^ 2 • ε - ((qSq q : ℝ) : ℂ) • (1 : Matrix (Fin 3) (Fin 3) ℂ) + dyad q
```

Its origin is Maxwell's equations for plane waves \(e^{i(q\cdot r-\omega t)}\) in a non-magnetic medium, with all induced currents included in the relative tensor \(\varepsilon\). From \(q\times E=\omega B\) and \(q\times H=-\omega D\),

\[
q\times(q\times E)=\omega\mu_0\,q\times H=-\omega^2\mu_0 D=-k_0^2\,\varepsilon E .
\]

Since \(q\times(q\times E)=q(q\cdot E)-q^2E\), the wave equation \(k_0^2\varepsilon E+q\times(q\times E)=0\) says that the wave matrix annihilates \(E\). The lemma `waveMatrix_mulVec` proves this identity between the matrix and the double cross product, component by component; Maxwell's equations themselves are not formalised. The lemma before it records \(q_i^2\le q^2\), which is needed later.

```lean
/-- The square of each component of a wavevector is at most `q²`. -/
theorem sq_le_qSq (q : Fin 3 → ℝ) (i : Fin 3) : q i ^ 2 ≤ qSq q :=
  Finset.single_le_sum (f := fun i => q i ^ 2) (fun j _ => sq_nonneg (q j))
    (Finset.mem_univ i)

/-- The wave matrix acts on a field amplitude `E` as `k0² ε E + q × (q × E)`. -/
theorem waveMatrix_mulVec (k0 : ℝ) (q : Fin 3 → ℝ) (ε : Matrix (Fin 3) (Fin 3) ℂ)
    (E : Fin 3 → ℂ) :
    waveMatrix k0 q ε *ᵥ E = (k0 : ℂ) ^ 2 • (ε *ᵥ E) +
      crossProduct (fun i => (q i : ℂ)) (crossProduct (fun i => (q i : ℂ)) E) := by
  ext i
  fin_cases i <;>
    simp [waveMatrix, dyad, qSq, cross_apply, Matrix.mulVec, dotProduct,
      Fin.sum_univ_three, Matrix.one_apply] <;> ring
```

Without the two-function form the factorisation fails in general, and the limit criterion may not apply: a constant uniaxial tensor has an obvious limit, but its longitudinal component \(q\cdot\varepsilon q/q^2\) depends on the direction of \(q\), so there is no single \(l_L\) to compare.

## A real, nonzero wavevector

The condition \(q\neq0\) says that the field varies in space, so that "along \(q\)" and "across \(q\)" have a meaning. The calculation uses it when dividing by \(q^2\). For any numbers \(a,b\),

\[
aP_L+bP_T=b\,1+\frac{a-b}{q^2}\,qq^{\mathsf T}.
\]

This matrix multiplies \(q\) by \(b+(a-b)=a\), and it multiplies each of two independent vectors orthogonal to \(q\) by \(b\). Its determinant is therefore \(ab^2\).

In `det_dielectric`, the step `hs` turns `q ≠ 0` into \(q^2\neq0\): if \(q^2=0\), the bound \(q_i^2\le q^2\) makes every component vanish. The step `key` expands the \(3\times3\) determinant to get \(\det(b\,1+c\,qq^{\mathsf T})=b^2(b+cq^2)\), and the proof then inserts \(c=(a-b)/q^2\).

```lean
/-- For `q ≠ 0`, the determinant of `a PL + b PT` is `a b²`. -/
theorem det_dielectric (a b : ℂ) {q : Fin 3 → ℝ} (hq : q ≠ 0) :
    (dielectric a b q).det = a * b ^ 2 := by
  have hs : ((qSq q : ℝ) : ℂ) ≠ 0 := by
    intro h
    apply hq
    funext i
    have h1 := sq_le_qSq q i
    rw [Complex.ofReal_eq_zero.1 h] at h1
    exact (pow_eq_zero_iff two_ne_zero).1 (le_antisymm h1 (sq_nonneg _))
  -- a multiple of the identity plus a matrix of rank at most one
  have key : ∀ c : ℂ, (b • (1 : Matrix (Fin 3) (Fin 3) ℂ) + c • dyad q).det
      = b ^ 2 * (b + c * ((qSq q : ℝ) : ℂ)) := by
    intro c
    rw [Matrix.det_fin_three]
    simp [dyad, qSq, Fin.sum_univ_three]
    ring
  have h : dielectric a b q = b • (1 : Matrix (Fin 3) (Fin 3) ℂ)
      + ((a - b) * ((qSq q : ℝ) : ℂ)⁻¹) • dyad q := by
    unfold dielectric transProj longProj
    module
  rw [h, key, mul_assoc (a - b), inv_mul_cancel₀ hs]
  ring
```

For the wave matrix, substitute \(1=P_L+P_T\) and \(qq^{\mathsf T}=q^2P_L\):

\[
\begin{aligned}
k_0^2\varepsilon-q^21+qq^{\mathsf T}
&=(k_0^2\varepsilon_L-q^2+q^2)P_L+(k_0^2\varepsilon_T-q^2)P_T\\
&=k_0^2\varepsilon_L P_L+(k_0^2\varepsilon_T-q^2)P_T .
\end{aligned}
\]

The determinant formula follows with \(a=k_0^2\varepsilon_L\) and \(b=k_0^2\varepsilon_T-q^2\). In `det_waveMatrix`, `hd` is the substitution for the dyad and `h` is the regrouping, where `module` collects the coefficients.

```lean
/-- For `q ≠ 0`, the determinant of the wave matrix of `ε = εL PL + εT PT` is
`k0² εL (k0² εT - q²)²`. -/
theorem det_waveMatrix (k0 : ℝ) (eL eT : ℂ) {q : Fin 3 → ℝ} (hq : q ≠ 0) :
    (waveMatrix k0 q (dielectric eL eT q)).det
      = (k0 : ℂ) ^ 2 * eL * ((k0 : ℂ) ^ 2 * eT - ((qSq q : ℝ) : ℂ)) ^ 2 := by
  have hs : ((qSq q : ℝ) : ℂ) ≠ 0 := by
    intro h
    apply hq
    funext i
    have h1 := sq_le_qSq q i
    rw [Complex.ofReal_eq_zero.1 h] at h1
    exact (pow_eq_zero_iff two_ne_zero).1 (le_antisymm h1 (sq_nonneg _))
  have hd : dyad q = ((qSq q : ℝ) : ℂ) • longProj q := by
    rw [longProj, smul_smul, mul_inv_cancel₀ hs, one_smul]
  -- the wave matrix is itself a combination of the two projectors
  have h : waveMatrix k0 q (dielectric eL eT q)
      = dielectric ((k0 : ℂ) ^ 2 * eL) ((k0 : ℂ) ^ 2 * eT - ((qSq q : ℝ) : ℂ)) q := by
    rw [waveMatrix, hd]
    unfold dielectric transProj
    module
  rw [h, det_dielectric _ _ hq]
```

At \(q=0\) Lean's convention \(0^{-1}=0\) turns the tensor into \(\varepsilon_T1\), and the determinant becomes \(k_0^6\varepsilon_T^3\) instead of the formula's \(k_0^6\varepsilon_L\varepsilon_T^2\). Reality of \(q\) matters as well: the nonzero complex vector \((1,i,0)\) has \(q\cdot q=0\), so \(P_L\) is undefined for it. Evanescent waves are not covered.

## A nonzero frequency

The condition \(k_0\neq0\) excludes the static case. It enters only when the determinant is used to find modes. A nonzero amplitude \(E\) solves the wave equation exactly when the determinant vanishes, that is, when

\[
k_0^2\varepsilon_L\,(k_0^2\varepsilon_T-q^2)^2=0 .
\]

With \(k_0\neq0\) this means \(\varepsilon_L=0\), the longitudinal condition familiar from plasmons, or \(k_0^2\varepsilon_T=q^2\), the dispersion relation of transverse waves.

The theorem `exists_mode_iff` states this for complex amplitudes `E`. Its proof rewrites the cross products as the wave matrix, applies Mathlib's equivalence between a nonzero null vector and a zero determinant, and uses `hk` to discard the factor \(k_0^2\).

```lean
/-- For `q ≠ 0` and `k0 ≠ 0`, the wave equation `k0² ε E + q × (q × E) = 0` has a nonzero
solution exactly when `εL = 0` or `k0² εT = q²`. -/
theorem exists_mode_iff {k0 : ℝ} (hk : k0 ≠ 0) (eL eT : ℂ) {q : Fin 3 → ℝ} (hq : q ≠ 0) :
    (∃ E : Fin 3 → ℂ, E ≠ 0 ∧ (k0 : ℂ) ^ 2 • (dielectric eL eT q *ᵥ E) +
      crossProduct (fun i => (q i : ℂ)) (crossProduct (fun i => (q i : ℂ)) E) = 0) ↔
      eL = 0 ∨ (k0 : ℂ) ^ 2 * eT = ((qSq q : ℝ) : ℂ) := by
  simp only [← waveMatrix_mulVec]
  rw [Matrix.exists_mulVec_eq_zero_iff, det_waveMatrix k0 eL eT hq]
  simp [hk, sub_eq_zero]
```

At \(k_0=0\) the equation reduces to \(q\times(q\times E)=0\), which \(E=q\) solves whatever the value of \(\varepsilon_L\), so the criterion fails. Because \(k_0\) and \(q\) are real, the transverse condition can hold only for real positive \(\varepsilon_T\); damped modes with complex frequency are outside the model.

## An approach to zero along a fixed direction

A limit \(q\to0\) can be probed along a ray \(q=tn\), where \(n\neq0\) is a direction of any length and \(t\to0\) with \(t\neq0\). Together the two conditions ensure that the wavevector is nonzero at every point of the approach. On the ray,

\[
P_L(tn)=\frac{t^2\,nn^{\mathsf T}}{t^2n^2}=P_L(n),
\]

so the projector keeps its direction dependence however small \(q\) becomes.

The cancellation of \(t^2\) is `longProj_smul`, which uses `ht`. The lemma `tendsto_ray` says that the ray approaches zero through nonzero wavevectors; the notation `𝓝[≠] 0` means "near zero but not at it". With \(n=0\) the ray would never leave the origin, and with \(t=0\) there would be no direction left to project on.

```lean
/-- The longitudinal projector is unchanged when the wavevector is scaled by `t ≠ 0`. -/
theorem longProj_smul (n : Fin 3 → ℝ) {t : ℝ} (ht : t ≠ 0) :
    longProj (t • n) = longProj n := by
  have h1 : qSq (t • n) = t ^ 2 * qSq n := by
    simp [qSq, Finset.mul_sum, mul_pow]
  have h2 : dyad (t • n) = (t : ℂ) ^ 2 • dyad n := by
    ext i j
    simp [dyad]
    ring
  have ht' : (t : ℂ) ^ 2 ≠ 0 := pow_ne_zero 2 (Complex.ofReal_ne_zero.2 ht)
  rw [longProj, longProj, h1, h2, smul_smul, Complex.ofReal_mul, Complex.ofReal_pow,
    mul_inv, mul_right_comm, inv_mul_cancel₀ ht', one_mul]

/-- A ray `t n` with `n ≠ 0` approaches `q = 0` through nonzero wavevectors as `t → 0`,
`t ≠ 0`. -/
theorem tendsto_ray {n : Fin 3 → ℝ} (hn : n ≠ 0) :
    Tendsto (fun t : ℝ => t • n) (𝓝[≠] 0) (𝓝[≠] 0) := by
  have hc : Continuous fun t : ℝ => t • n := by fun_prop
  refine tendsto_nhdsWithin_iff.2
    ⟨(hc.tendsto' 0 0 (zero_smul ℝ n)).mono_left nhdsWithin_le_nhds, ?_⟩
  filter_upwards [self_mem_nhdsWithin] with t ht
  exact smul_ne_zero ht hn
```

## Separate limits for the two response functions

The hypotheses `hL` and `hT` say that \(\varepsilon_L(q)\) and \(\varepsilon_T(q)\) each settle to a finite long-wavelength value, the same from every direction. Along a ray they give

\[
\varepsilon(tn)=\varepsilon_L(tn)P_L(n)+\varepsilon_T(tn)P_T(n)\;\longrightarrow\; l_LP_L(n)+l_TP_T(n).
\]

In `tendsto_dielectric_ray` both limits are composed with the ray, multiplied by the fixed projectors and added.

```lean
/-- If `εL(q) → lL` and `εT(q) → lT` as `q → 0`, then along a direction `n ≠ 0` the
dielectric tensor tends to `lL PL(n) + lT PT(n)`. -/
theorem tendsto_dielectric_ray {eL eT : (Fin 3 → ℝ) → ℂ} {lL lT : ℂ}
    (hL : Tendsto eL (𝓝[≠] 0) (𝓝 lL)) (hT : Tendsto eT (𝓝[≠] 0) (𝓝 lT))
    {n : Fin 3 → ℝ} (hn : n ≠ 0) :
    Tendsto (fun t : ℝ => dielectric (eL (t • n)) (eT (t • n)) (t • n)) (𝓝[≠] 0)
      (𝓝 (dielectric lL lT n)) := by
  have h := ((hL.comp (tendsto_ray hn)).smul_const (longProj n)).add
    ((hT.comp (tendsto_ray hn)).smul_const (transProj n))
  refine h.congr' ?_
  filter_upwards [self_mem_nhdsWithin] with t ht
  simp only [dielectric, transProj, longProj_smul n ht, Function.comp_apply]
```

Suppose now that \(\varepsilon(q)\) has a limit. Every ray must then give the same tensor. For \(n=(1,0,0)\) the first diagonal entry of the ray limit is \(l_L\); for \(n=(0,1,0)\) it is \(l_T\). Hence \(l_L=l_T\).

Conversely, let both limits equal \(l\) and write

\[
\varepsilon(q)=\varepsilon_T(q)\,1+\bigl(\varepsilon_L(q)-\varepsilon_T(q)\bigr)P_L(q).
\]

From \(2|q_iq_j|\le q_i^2+q_j^2\le2q^2\), every entry of \(P_L\) has modulus at most one. The second term is therefore bounded entrywise by \(|\varepsilon_L-\varepsilon_T|\to0\), and \(\varepsilon(q)\to l\,1\).

The proof of `dielectric_limit_iff` has the same two halves. In the first, `hdir` uses uniqueness of limits to equate all ray limits, and the entry with Lean indices `0 0` is compared for the two directions. In the second, `hb` is the bound on the projector, `hp` squeezes the second term to zero, and the limit supplied is `lL • 1`.

```lean
/-- If `εL(q)` and `εT(q)` have limits `lL` and `lT` as `q → 0`, the dielectric tensor has
a limit exactly when `lL = lT`. -/
theorem dielectric_limit_iff {eL eT : (Fin 3 → ℝ) → ℂ} {lL lT : ℂ}
    (hL : Tendsto eL (𝓝[≠] 0) (𝓝 lL)) (hT : Tendsto eT (𝓝[≠] 0) (𝓝 lT)) :
    (∃ ε, Tendsto (fun q => dielectric (eL q) (eT q) q) (𝓝[≠] 0) (𝓝 ε)) ↔ lL = lT := by
  constructor
  · rintro ⟨ε, hε⟩
    -- every direction of approach must give the same tensor
    have hdir : ∀ n : Fin 3 → ℝ, n ≠ 0 → dielectric lL lT n = ε := fun n hn =>
      tendsto_nhds_unique (tendsto_dielectric_ray hL hT hn) (hε.comp (tendsto_ray hn))
    have hx : (![1, 0, 0] : Fin 3 → ℝ) ≠ 0 := fun h => by simpa using congrFun h 0
    have hy : (![0, 1, 0] : Fin 3 → ℝ) ≠ 0 := fun h => by simpa using congrFun h 1
    have h := congrFun (congrFun ((hdir _ hx).trans (hdir _ hy).symm) 0) 0
    simpa [dielectric, transProj, longProj, dyad, qSq, Fin.sum_univ_three] using h
  · rintro rfl
    refine ⟨lL • (1 : Matrix (Fin 3) (Fin 3) ℂ), ?_⟩
    refine tendsto_pi_nhds.2 fun i => tendsto_pi_nhds.2 fun j => ?_
    -- the entries of the projector are bounded by one
    have hb : ∀ q, ‖longProj q i j‖ ≤ 1 := by
      intro q
      have e : longProj q i j = ((q i * q j / qSq q : ℝ) : ℂ) := by
        simp only [longProj, dyad, Matrix.smul_apply, Matrix.of_apply, smul_eq_mul]
        push_cast
        ring
      have h0 : 0 ≤ qSq q := (sq_nonneg (q i)).trans (sq_le_qSq q i)
      rw [e, Complex.norm_real, Real.norm_eq_abs, abs_div, abs_of_nonneg h0]
      refine div_le_one_of_le₀ (abs_le.2 ⟨?_, ?_⟩) h0 <;>
        nlinarith [sq_nonneg (q i - q j), sq_nonneg (q i + q j), sq_le_qSq q i,
          sq_le_qSq q j]
    have hd : Tendsto (fun q => ‖eL q - eT q‖) (𝓝[≠] 0) (𝓝 0) := by
      simpa using (hL.sub hT).norm
    have hp : Tendsto (fun q => (eL q - eT q) * longProj q i j) (𝓝[≠] 0) (𝓝 0) := by
      refine squeeze_zero_norm (fun q => ?_) hd
      rw [norm_mul]
      exact mul_le_of_le_one_right (norm_nonneg _) (hb q)
    have h := (hT.mul_const ((1 : Matrix (Fin 3) (Fin 3) ℂ) i j)).add hp
    rw [add_zero] at h
    refine h.congr fun q => ?_
    simp only [dielectric, transProj, Matrix.add_apply, Matrix.smul_apply,
      Matrix.sub_apply, smul_eq_mul]
    ring

end

end LongitudinalTransverseResponse
```

```lean
#print axioms LongitudinalTransverseResponse.exists_mode_iff
#print axioms LongitudinalTransverseResponse.dielectric_limit_iff
```

```
'LongitudinalTransverseResponse.exists_mode_iff' depends on axioms: [propext, Classical.choice, Quot.sound]
'LongitudinalTransverseResponse.dielectric_limit_iff' depends on axioms: [propext, Classical.choice, Quot.sound]
```

Without `hL` and `hT` the numbers \(l_L\) and \(l_T\) would have no connection with the medium, and the equivalence would be false: constant \(\varepsilon_L=\varepsilon_T=1\) give a tensor with a limit, whatever unequal values one assigns to \(l_L\) and \(l_T\). The hypotheses also exclude a static longitudinal response of Thomas–Fermi form, \(1+\kappa^2/q^2\) with screening wavenumber \(\kappa>0\), which diverges as \(q\to0\).

For a calculation that builds the full tensor \(\varepsilon(q)\) and approaches \(q=0\) along a chosen direction, the criterion says when that choice leaves no trace in the limit, provided that the response has this two-function form and both functions converge. A calculation of \(\varepsilon_L\) alone gives \(l_L\) along every direction, whether or not \(l_L=l_T\).

## The determinant at long wavelength

Letting \(q\to0\) in the determinant formula at fixed \(k_0\), under the same two limits, gives

\[
k_0^2\varepsilon_L(k_0^2\varepsilon_T-q^2)^2\;\longrightarrow\;k_0^6\,l_L\,l_T^2 .
\]

This value does not depend on the direction of approach, even when \(l_L\neq l_T\) and the tensor itself has no limit. The limit depends on the medium only through the product \(l_L\,l_T^2\), and not on which direction in space is the longitudinal one.
